# Explicit displacement dependence of the constrained-search energy in the Rabi model

A two-level molecule is coupled to one photon mode with coordinate q and momentum p. In units with ħ = 1, its Hamiltonian is

H = p²/2 + ω²q²/2 + g q σ_z − t σ_x.

Here ω > 0 is the mode frequency, g is the real light-matter coupling strength, and t is the real tunnelling amplitude between the two eigenstates of σ_z. The question is how the lowest energy at a prescribed mean polarization ⟨σ_z⟩ = s and a prescribed mean displacement ⟨q⟩ = x depends on x.

The coupling g multiplies q itself. With ladder operators c and c†, q = (c + c†)/√(2ω), so the coefficient of (c + c†)σ_z is g/√(2ω). Codes that call this second number g need the conversion.

A state is a pair of smooth, compactly supported complex functions u(q) and v(q), the upper and lower σ_z components. Write

n = |u|² + |v|²,  m = |u|² − |v|².

Then ∫ n dq = 1, ⟨σ_z⟩ = ∫ m dq and ⟨q⟩ = ∫ q n dq. The energy is

E = ∫ [(|u′|² + |v′|²)/2 + ω²q²n/2 + g q m − 2t Re(u* v)] dq.

The kinetic term is ⟨p²/2⟩ after one integration by parts, with no boundary term because the support is compact. F(s,x) denotes the infimum of E over all states with the prescribed means.

## The identity and its use in a constrained search

For ω > 0, |s| ≤ 1 and all real g, t and x,

F(s,x) = F(s,0) + ω²x²/2 + g x s.

In quantum-electrodynamical density functional theory, for this model of one two-level system and one mode, F is the internal energy functional of the pair (s,x). A code that tabulates it at fixed ω, g and t needs a table in s only and can add the x dependence analytically. External terms in the Hamiltonian proportional to σ_z and q contribute separately, as linear functions of s and x.

The identity also gives a consistency check for a code that minimises at several values of x. In a truncated photon-number basis, a translated state generally leaves the basis, so a mismatch between the two sides can come from truncation as well as from incomplete minimisation or a wrong coupling convention. Agreement does not establish the accuracy of F(s,0) itself, because an error that is the same at every x cancels from the comparison.

## Derivation by translating the photon coordinate

Translate a state by d, replacing u(q) and v(q) by u(q − d) and v(q − d), and substitute y = q − d in every integral. The mean of σ_z is unchanged, and

⟨q⟩_new = ∫ (y + d) n(y) dy = ⟨q⟩ + d.

The kinetic and tunnelling terms are unchanged. The other two expand as

ω²(y + d)²/2 = ω²y²/2 + ω²d y + ω²d²/2,

g(y + d)m = g y m + g d m.

Integration gives

E_new = E + ω²d⟨q⟩ + ω²d²/2 + g d⟨σ_z⟩.

The infimum must also be finite. Since 2|Re(u* v)| ≤ n, the tunnelling term is at least −|t| after integration. For the two levels separately,

ω²q²/2 ± g q = (ωq ± g/ω)²/2 − g²/(2ω²).

Dropping the squares and the kinetic term leaves E ≥ −g²/(2ω²) − |t|.

States with the required means exist. Take a real smooth bump function f with N = ∫ f² dq > 0, and set u = a f and v = b f with

a²N = (1 + s)/2,  b²N = (1 − s)/2.

Both right-hand sides are nonnegative because |s| ≤ 1. The state is normalized and has mean σ_z equal to s; a translation then sets its mean displacement to x. At s = ±1 one component is zero.

Now take any state with means (s,0) and translate it by x. The result is admissible at (s,x), so

F(s,x) ≤ E + ω²x²/2 + g x s.

Taking the infimum over E replaces E by F(s,0). Conversely, a state with means (s,x) translated by −x is admissible at (s,0), and

F(s,0) ≤ E − ω²x² + ω²x²/2 − g x s = E − ω²x²/2 − g x s.

Taking the infimum again gives the reverse inequality, hence equality. Completing the square in x yields

F(s,x) = F(s,x₀) + (ω²/2)(x − x₀)²,  x₀ = −g s/ω².

At fixed s, the preferred displacement is therefore x₀.

## The Lean file

```lean
import Mathlib

open MeasureTheory

namespace RabiQEDFT

noncomputable section

/-- A normalized state of a two-level system and one photon coordinate, with smooth compactly
supported components. -/
structure State where
  up : ℝ → ℂ
  dn : ℝ → ℂ
  smooth_up : ContDiff ℝ (⊤ : ℕ∞) up
  smooth_dn : ContDiff ℝ (⊤ : ℕ∞) dn
  compact_up : HasCompactSupport up
  compact_dn : HasCompactSupport dn
  normalized : ∫ q, (‖up q‖ ^ 2 + ‖dn q‖ ^ 2) = 1

/-- Probability density of the photon coordinate. -/
def State.density (ψ : State) (q : ℝ) : ℝ := ‖ψ.up q‖ ^ 2 + ‖ψ.dn q‖ ^ 2

/-- Density of `σ_z` along the photon coordinate. -/
def State.polarization (ψ : State) (q : ℝ) : ℝ := ‖ψ.up q‖ ^ 2 - ‖ψ.dn q‖ ^ 2

/-- The mean of `σ_z`. -/
def State.sigmaZ (ψ : State) : ℝ := ∫ q, ψ.polarization q

/-- The mean photon displacement. -/
def State.meanQ (ψ : State) : ℝ := ∫ q, q * ψ.density q

/-- Energy density of the Rabi Hamiltonian `p²/2 + ω²q²/2 + g q σ_z - t σ_x`, with the kinetic
part written as `|ψ'|²/2`. -/
def State.energyDensity (ψ : State) (ω g t q : ℝ) : ℝ :=
  (‖deriv ψ.up q‖ ^ 2 + ‖deriv ψ.dn q‖ ^ 2) / 2 + ω ^ 2 * q ^ 2 / 2 * ψ.density q
    + g * q * ψ.polarization q - t * (2 * (star (ψ.up q) * ψ.dn q).re)

/-- The mean energy of a state under the Rabi Hamiltonian. -/
def State.energy (ψ : State) (ω g t : ℝ) : ℝ := ∫ q, ψ.energyDensity ω g t q

/-- The state translated by `x` along the photon coordinate. -/
def State.displace (ψ : State) (x : ℝ) : State where
  up q := ψ.up (q - x)
  dn q := ψ.dn (q - x)
  smooth_up := ψ.smooth_up.comp (contDiff_id.sub contDiff_const)
  smooth_dn := ψ.smooth_dn.comp (contDiff_id.sub contDiff_const)
  compact_up := ψ.compact_up.comp_homeomorph (Homeomorph.subRight x)
  compact_dn := ψ.compact_dn.comp_homeomorph (Homeomorph.subRight x)
  normalized := (integral_sub_right_eq_self
    (fun q => ‖ψ.up q‖ ^ 2 + ‖ψ.dn q‖ ^ 2) x).trans ψ.normalized

/-- The energies of all states with mean `σ_z` equal to `s` and mean displacement `x`. -/
def energies (ω g t s x : ℝ) : Set ℝ :=
  {E | ∃ ψ : State, ψ.sigmaZ = s ∧ ψ.meanQ = x ∧ ψ.energy ω g t = E}

/-- The constrained-search functional: the infimum of the energy at given mean `σ_z` and mean
displacement, for `ω > 0` and `|s| ≤ 1`. -/
def F (ω g t s x : ℝ) : ℝ := sInf (energies ω g t s x)

/-- The densities of probability, displacement, `σ_z` and energy are integrable. -/
theorem integrable_densities (ψ : State) (ω g t : ℝ) :
    Integrable (fun q => ψ.density q) ∧ Integrable (fun q => q * ψ.density q) ∧
    Integrable (fun q => ψ.polarization q) ∧ Integrable (fun q => ψ.energyDensity ω g t q) := by
  have hu := ψ.smooth_up.continuous
  have hd := ψ.smooth_dn.continuous
  have hu' : Continuous (deriv ψ.up) := ψ.smooth_up.continuous_deriv (by simp)
  have hd' : Continuous (deriv ψ.dn) := ψ.smooth_dn.continuous_deriv (by simp)
  have hc : Continuous (fun q => (star (ψ.up q) * ψ.dn q).re) :=
    Complex.continuous_re.comp (hu.star.mul hd)
  have hD : Continuous (fun q => ψ.density q) := (hu.norm.pow 2).add (hd.norm.pow 2)
  have hP : Continuous (fun q => ψ.polarization q) := (hu.norm.pow 2).sub (hd.norm.pow 2)
  have z : ∀ (v : ℝ → ℂ) (q : ℝ), q ∉ tsupport v → v q = 0 ∧ deriv v q = 0 := fun v q h =>
    ⟨by_contra fun h' => h (subset_tsupport _ h'),
      by_contra fun h' => h (support_deriv_subset h')⟩
  -- a continuous function that vanishes wherever the state and its derivative both do is integrable
  have key : ∀ f : ℝ → ℝ, Continuous f → (∀ q, ψ.up q = 0 ∧ deriv ψ.up q = 0 →
      ψ.dn q = 0 ∧ deriv ψ.dn q = 0 → f q = 0) → Integrable f := fun f hf h0 =>
    hf.integrable_of_hasCompactSupport (HasCompactSupport.intro
      (ψ.compact_up.isCompact.union ψ.compact_dn.isCompact) fun q hq =>
        h0 q (z _ q fun h => hq (Or.inl h)) (z _ q fun h => hq (Or.inr h)))
  refine ⟨key _ hD ?_, key _ (continuous_id.mul hD) ?_, key _ hP ?_,
    key _ (by unfold State.energyDensity; fun_prop) ?_⟩ <;>
  · intro q h1 h2
    simp [State.energyDensity, State.density, State.polarization, h1.1, h1.2, h2.1, h2.2]

/-- Translation by `x` keeps the mean of `σ_z` and adds `x` to the mean displacement. -/
theorem means_displace (ψ : State) (x : ℝ) :
    (ψ.displace x).sigmaZ = ψ.sigmaZ ∧ (ψ.displace x).meanQ = ψ.meanQ + x := by
  refine ⟨integral_sub_right_eq_self (fun q => ψ.polarization q) x, ?_⟩
  obtain ⟨hD, hQ, -, -⟩ := integrable_densities ψ 0 0 0
  have hN : ∫ q, ψ.density q = 1 := ψ.normalized
  have h := integral_sub_right_eq_self (μ := volume) (fun y => (y + x) * ψ.density y) x
  simp only [sub_add_cancel, add_mul] at h
  rw [integral_add hQ (hD.const_mul x), integral_const_mul, hN, mul_one] at h
  exact h

/-- Translation by `x` changes the energy by `ω²x⟨q⟩ + ω²x²/2 + g x⟨σ_z⟩`. -/
theorem energy_displace (ψ : State) (ω g t x : ℝ) : (ψ.displace x).energy ω g t =
    ψ.energy ω g t + ω ^ 2 * x * ψ.meanQ + ω ^ 2 * x ^ 2 / 2 + g * x * ψ.sigmaZ := by
  obtain ⟨hD, hQ, hP, hE⟩ := integrable_densities ψ ω g t
  have hN : ∫ q, ψ.density q = 1 := ψ.normalized
  let G : ℝ → ℝ := fun y => ψ.energyDensity ω g t y + (ω ^ 2 * x * (y * ψ.density y)
    + (ω ^ 2 * x ^ 2 / 2 * ψ.density y + g * x * ψ.polarization y))
  have key : ∀ q, (ψ.displace x).energyDensity ω g t q = G (q - x) := by
    intro q
    simp only [G, State.energyDensity, State.density, State.polarization, State.displace,
      deriv_comp_sub_const]
    ring
  have I1 : Integrable (fun y => ω ^ 2 * x ^ 2 / 2 * ψ.density y + g * x * ψ.polarization y) :=
    (hD.const_mul _).add (hP.const_mul _)
  have I2 : Integrable (fun y => ω ^ 2 * x * (y * ψ.density y)
    + (ω ^ 2 * x ^ 2 / 2 * ψ.density y + g * x * ψ.polarization y)) := (hQ.const_mul _).add I1
  refine (integral_congr_ae (.of_forall key)).trans ((integral_sub_right_eq_self G x).trans ?_)
  simp only [G]
  rw [integral_add hE I2, integral_add (hQ.const_mul _) I1,
    integral_add (hD.const_mul _) (hP.const_mul _), integral_const_mul, integral_const_mul,
    integral_const_mul, hN, State.energy, State.meanQ, State.sigmaZ]
  ring

/-- For `ω > 0` every state has energy at least `-g²/(2ω²) - |t|`. -/
theorem energy_lower_bound (ψ : State) {ω : ℝ} (hω : 0 < ω) (g t : ℝ) :
    -(g ^ 2 / (2 * ω ^ 2) + |t|) ≤ ψ.energy ω g t := by
  obtain ⟨k, rfl⟩ : ∃ k, g = k * ω := ⟨g / ω, (div_mul_cancel₀ g hω.ne').symm⟩
  have hc : (k * ω) ^ 2 / (2 * ω ^ 2) = k ^ 2 / 2 := by field_simp
  obtain ⟨hD, -, -, hE⟩ := integrable_densities ψ ω (k * ω) t
  have hN : ∫ q, ψ.density q = 1 := ψ.normalized
  have h : 0 ≤ ∫ q, (ψ.energyDensity ω (k * ω) t q + (k ^ 2 / 2 + |t|) * ψ.density q) := by
    refine integral_nonneg fun q => ?_
    have hr : |(star (ψ.up q) * ψ.dn q).re| ≤ ‖ψ.up q‖ * ‖ψ.dn q‖ :=
      (Complex.abs_re_le_norm _).trans_eq (by rw [norm_mul, norm_star])
    have h2 : |2 * (star (ψ.up q) * ψ.dn q).re| ≤ ‖ψ.up q‖ ^ 2 + ‖ψ.dn q‖ ^ 2 := by
      rw [abs_mul, abs_two]
      nlinarith [sq_nonneg (‖ψ.up q‖ - ‖ψ.dn q‖)]
    have ht := (le_abs_self (t * (2 * (star (ψ.up q) * ψ.dn q).re))).trans
      ((abs_mul _ _).le.trans (mul_le_mul_of_nonneg_left h2 (abs_nonneg t)))
    -- complete the square separately for the two levels
    have p1 := mul_nonneg (sq_nonneg (ω * q + k)) (sq_nonneg ‖ψ.up q‖)
    have p2 := mul_nonneg (sq_nonneg (ω * q - k)) (sq_nonneg ‖ψ.dn q‖)
    simp only [Pi.zero_apply, State.energyDensity, State.density, State.polarization]
    linarith [sq_nonneg ‖deriv ψ.up q‖, sq_nonneg ‖deriv ψ.dn q‖]
  rw [integral_add hE (hD.const_mul _), integral_const_mul, hN] at h
  rw [hc, State.energy]
  linarith

/-- For `|s| ≤ 1` some state has mean `σ_z` equal to `s` and mean displacement `x`. -/
theorem exists_state {s : ℝ} (hs : |s| ≤ 1) (x : ℝ) :
    ∃ ψ : State, ψ.sigmaZ = s ∧ ψ.meanQ = x := by
  obtain ⟨h1, h2⟩ := abs_le.mp hs
  -- one bump function, shared by both levels with weights `(1 ± s)/2`
  obtain ⟨f⟩ : Nonempty (ContDiffBump (0 : ℝ)) := ⟨⟨1, 2, one_pos, one_lt_two⟩⟩
  have f0 : f 0 = 1 := f.eventuallyEq_one.eq_of_nhds
  have hN : 0 < ∫ q, f q ^ 2 :=
    Continuous.integral_pos_of_hasCompactSupport_nonneg_nonzero (f.continuous.pow 2)
      (f.hasCompactSupport.comp_left (g := fun r : ℝ => r ^ 2) (by simp))
      (fun q => sq_nonneg _) (show f 0 ^ 2 ≠ 0 by rw [f0]; norm_num)
  have root : ∀ r : ℝ, 0 ≤ r → ∃ a : ℝ, a ^ 2 * ∫ q, f q ^ 2 = r := fun r hr =>
    ⟨√(r / ∫ q, f q ^ 2), by
      rw [Real.sq_sqrt (div_nonneg hr hN.le), div_mul_cancel₀ _ hN.ne']⟩
  obtain ⟨a, ha⟩ := root ((1 + s) / 2) (by linarith)
  obtain ⟨b, hb⟩ := root ((1 - s) / 2) (by linarith)
  have hn : ∀ c q : ℝ, ‖((c * f q : ℝ) : ℂ)‖ ^ 2 = c ^ 2 * f q ^ 2 := fun c q => by
    rw [Complex.norm_real, Real.norm_eq_abs, sq_abs, mul_pow]
  have sm : ∀ c : ℝ, ContDiff ℝ (⊤ : ℕ∞) (fun q => ((c * f q : ℝ) : ℂ)) := fun c =>
    Complex.ofRealCLM.contDiff.comp (contDiff_const.mul f.contDiff)
  have cs : ∀ c : ℝ, HasCompactSupport (fun q => ((c * f q : ℝ) : ℂ)) := fun c =>
    f.hasCompactSupport.comp_left (g := fun r : ℝ => ((c * r : ℝ) : ℂ)) (by simp)
  let φ : State := ⟨_, _, sm a, sm b, cs a, cs b, by
    simp only [hn, ← add_mul]
    rw [integral_const_mul]
    linear_combination ha + hb⟩
  have hσ : φ.sigmaZ = s := by
    change ∫ q, (‖((a * f q : ℝ) : ℂ)‖ ^ 2 - ‖((b * f q : ℝ) : ℂ)‖ ^ 2) = s
    simp only [hn, ← sub_mul]
    rw [integral_const_mul]
    linear_combination ha - hb
  -- a translation sets the mean displacement
  obtain ⟨m1, m2⟩ := means_displace φ (x - φ.meanQ)
  exact ⟨_, m1.trans hσ, by rw [m2]; ring⟩

/-- For `ω > 0` and `|s| ≤ 1` the functional is the greatest lower bound of the energies at the
prescribed means. -/
theorem isGLB_F {ω s : ℝ} (hω : 0 < ω) (hs : |s| ≤ 1) (g t x : ℝ) :
    IsGLB (energies ω g t s x) (F ω g t s x) := by
  obtain ⟨ψ, h1, h2⟩ := exists_state hs x
  refine isGLB_csInf ⟨_, ψ, h1, h2, rfl⟩ ⟨-(g ^ 2 / (2 * ω ^ 2) + |t|), ?_⟩
  rintro E ⟨χ, -, -, rfl⟩
  exact energy_lower_bound χ hω g t

/-- Explicit displacement dependence: for `ω > 0` and `|s| ≤ 1`,
`F(s,x) = F(s,0) + ω²x²/2 + g x s`. -/
theorem F_displacement {ω s : ℝ} (hω : 0 < ω) (hs : |s| ≤ 1) (g t x : ℝ) :
    F ω g t s x = F ω g t s 0 + ω ^ 2 * x ^ 2 / 2 + g * x * s := by
  -- translating trial states from displacement `y` to `y + d` bounds the functional
  have key : ∀ y d, F ω g t s (y + d) - (ω ^ 2 * d * y + ω ^ 2 * d ^ 2 / 2 + g * d * s)
      ≤ F ω g t s y := by
    intro y d
    refine (isGLB_F hω hs g t y).2 ?_
    rintro E ⟨ψ, h1, h2, rfl⟩
    obtain ⟨m1, m2⟩ := means_displace ψ d
    have hl := (isGLB_F hω hs g t (y + d)).1 ⟨ψ.displace d, m1.trans h1, by rw [m2, h2], rfl⟩
    rw [energy_displace, h1, h2] at hl
    linarith
  have h1 := key 0 x
  have h2 := key x (-x)
  rw [zero_add] at h1
  rw [add_neg_cancel] at h2
  apply le_antisymm <;> linarith

/-- For `ω > 0` and `|s| ≤ 1` the functional is a parabola in the mean displacement, with its
minimum at `-g s/ω²`. -/
theorem F_parabola {ω s : ℝ} (hω : 0 < ω) (hs : |s| ≤ 1) (g t x : ℝ) :
    F ω g t s x = F ω g t s (-(g * s / ω ^ 2)) + ω ^ 2 / 2 * (x + g * s / ω ^ 2) ^ 2 := by
  have hy : g * s / ω ^ 2 * ω ^ 2 = g * s := div_mul_cancel₀ _ (pow_ne_zero 2 hω.ne')
  generalize g * s / ω ^ 2 = y at hy ⊢
  linear_combination F_displacement hω hs g t x - F_displacement hω hs g t (-y) - (x + y) * hy

end

end RabiQEDFT
```

```lean
#print axioms RabiQEDFT.F_displacement
-- 'RabiQEDFT.F_displacement' depends on axioms: [propext, Classical.choice, Quot.sound]
#print axioms RabiQEDFT.F_parabola
-- 'RabiQEDFT.F_parabola' depends on axioms: [propext, Classical.choice, Quot.sound]
```

## What the definitions and theorems say

`State` holds the two components `up` and `dn`, their smoothness and compact support, and the normalization. `density` and `polarization` are n and m; `sigmaZ` and `meanQ` are the two means. `energy` integrates the energy density above, with `star` for complex conjugation. The set `energies ω g t s x` contains the energies of all admissible states, and `F ω g t s x` is its infimum.

`F_displacement` states the identity under the hypotheses `0 < ω` and `|s| ≤ 1`. `F_parabola` states the completed-square form under the same hypotheses. Lean assigns a default value to the infimum of an empty or unbounded-below set of reals; `isGLB_F` shows that, under these hypotheses, F is the true greatest lower bound.

## How the lemmas carry the derivation

`integrable_densities` uses the fact that each integrand is continuous and vanishes outside the union of two compact supports. This permits the integrals to be split term by term. `means_displace` and `energy_displace` then perform the translation: the latter checks the expansion pointwise with `ring`, shifts the integration variable and separates the terms.

`energy_lower_bound` writes g as `k * ω` to remove the division, then combines the two squares `p1` and `p2` with the tunnelling estimate. `exists_state` builds the weighted bump functions and translates them to the required mean. These two results supply the boundedness and nonemptiness needed by `isGLB_F`.

Inside `F_displacement`, the inequality `key` compares displacement `y` with `y + d`. Its instances `key 0 x` and `key x (-x)` are the two inequalities of the derivation, and `linarith` joins them. `F_parabola` subtracts the displacement identity at x₀ from the one at x.

## Scope for simulation work

The result is exact for the stated Hamiltonian at any coupling strength. It gives no value for F(s,0), which still requires a minimisation, and it does not say that a minimising state exists. The search runs over pure states, not ensembles, and over the continuous coordinate q, so grid and basis errors have to be assessed separately.

The trial functions have compact support, whereas oscillator eigenstates have Gaussian tails. Identifying this F with the infimum over all finite-energy states requires an approximation argument that preserves both means. The reduction of a real molecule and cavity to two levels and one mode is part of the model, and its accuracy has to be judged for each system.
